# The characteristic polynomial of a finite Hamiltonian matrix, evaluated at z, equals the secular determinant det(z − H)

The declaration says that the characteristic polynomial of a square complex matrix `H`, evaluated at a complex number `z`, equals the determinant of `z` times the identity minus `H`. In physics, `H` is a Hamiltonian written as a finite matrix, `z` is an energy, and the determinant is the secular determinant, with the identity standing where an overlap matrix would appear in a non-orthogonal basis. `H` need not be Hermitian, and `z` need not be real or an eigenvalue. The attempt is a single chain of rewrites: it unfolds the characteristic polynomial into a determinant with polynomial entries, moves the evaluation inside that determinant, and simplifies both sides to the same matrix.

Lean 4 with Mathlib refuses this proof:

```lean
import Mathlib

open Matrix Polynomial

namespace SecularDeterminant

variable {n : Type*} [Fintype n] [DecidableEq n]

/-- The characteristic polynomial of `H` at the energy `z` is the secular determinant
`det (z - H)`. -/
theorem secular_determinant (H : Matrix n n ℂ) (z : ℂ) :
    H.charpoly.eval z = (z • (1 : Matrix n n ℂ) - H).det := by
  rw [Matrix.charpoly, Matrix.eval_det, Matrix.matPolyEquiv_charmatrix, Polynomial.eval_sub,
    Polynomial.eval_X, Polynomial.eval_C, Matrix.scalar_apply, Matrix.smul_one_eq_diagonal]

end SecularDeterminant
```

Compiling this gives:

```
Main.lean:13:23: error(lean.unknownIdentifier): Unknown constant `Matrix.eval_det`
Main.lean:12:60: error: unsolved goals
n : Type u_1
inst✝¹ : Fintype n
inst✝ : DecidableEq n
H : Matrix n n ℂ
z : ℂ
⊢ eval z H.charmatrix.det = (z • 1 - H).det
```

The first message says that no constant called `Matrix.eval_det` exists. The lemma the proof needs is there, but its full name is `eval_det`, outside the `Matrix` namespace.

The second message follows from the first. Only the rewrite with `Matrix.charpoly` had been carried out when the chain stopped, so the goal left over has the characteristic polynomial unfolded to `H.charmatrix.det`, with the evaluation at `z` still outside the determinant.

The diff changes just the name, to `_root_.eval_det`, where `_root_` tells Lean to start from the top level. This lemma turns the evaluated determinant into the determinant of a matrix-coefficient polynomial evaluated at the scalar matrix of `z`. The remaining rewrites, which are unchanged, then apply: they reduce that polynomial's value to the scalar matrix minus `H`, and write the scalar matrix and `z • 1` as the same diagonal matrix. The two sides now agree, and `rw` closes the goal by reflexivity.

Lean accepts the file once it reads:

```diff
@@ -11,5 +11,5 @@
 theorem secular_determinant (H : Matrix n n ℂ) (z : ℂ) :
     H.charpoly.eval z = (z • (1 : Matrix n n ℂ) - H).det := by
-  rw [Matrix.charpoly, Matrix.eval_det, Matrix.matPolyEquiv_charmatrix, Polynomial.eval_sub,
+  rw [Matrix.charpoly, _root_.eval_det, Matrix.matPolyEquiv_charmatrix, Polynomial.eval_sub,
     Polynomial.eval_X, Polynomial.eval_C, Matrix.scalar_apply, Matrix.smul_one_eq_diagonal]
 
```
